# Zero modes of the aligned XY ferromagnet and the connectivity of its bonds

Take two planar rotors with energy $E=-J\cos(\theta_1-\theta_2)$ and $J>0$. The energy is lowest when the angles agree, and the matrix of second derivatives there is

$$\begin{pmatrix}J&-J\\-J&J\end{pmatrix}.$$

Turning both rotors together, along $(1,1)$, costs nothing; turning them oppositely, along $(1,-1)$, has eigenvalue $2J$. If $J=0$, each rotor turns freely and there are two independent zero modes. The bond removes every zero mode except the common rotation.

## From two rotors to a network

Let a finite, nonempty set of sites carry angles $\theta_i$ and couplings $J_{ij}=J_{ji}\ge 0$, with energy

$$E(\theta)=-\tfrac12\sum_{i,j}J_{ij}\cos(\theta_i-\theta_j).$$

Each pair $i<j$ counts once, and diagonal couplings add only a constant. Symmetry says that a coupling belongs to the pair; nonnegativity says that no bond favours antiparallel rotors.

The claim is that every aligned state, $\theta_i=\varphi$ for all $i$, is a global minimum, that its Hessian is the positive semidefinite weighted graph Laplacian, and that the kernel is exactly the constant vectors if and only if the positive bonds connect all sites.

**Minimum.** At alignment every cosine is 1, so

$$E(\theta)-E(\varphi)=\tfrac12\sum_{i,j}J_{ij}\bigl(1-\cos(\theta_i-\theta_j)\bigr)\ge0.$$

**Hessian.** Along a displacement $y$, the energy changes at the rate

$$\tfrac12\sum_{i,j}J_{ij}\sin(\theta_i-\theta_j)(y_i-y_j)=\sum_i g_i y_i,\qquad g_i=\sum_j J_{ij}\sin(\theta_i-\theta_j).$$

The equality comes from exchanging the names $i,j$ in the $y_j$ term: $J$ is symmetric and the sine is odd, so that term doubles the other. Differentiating again,

$$\frac{\partial g_i}{\partial\theta_j}=\sum_k J_{ik}\cos(\theta_i-\theta_k)(\delta_{ij}-\delta_{kj}),$$

which at alignment becomes $L_{ij}=\delta_{ij}\sum_kJ_{ik}-J_{ij}$.

**Positivity.** Since $(Lx)_i=\sum_jJ_{ij}(x_i-x_j)$, the same exchange of names gives

$$x^{\mathsf T}Lx=\tfrac12\sum_{i,j}J_{ij}(x_i-x_j)^2\ge0.$$

**Kernel.** Constant vectors satisfy $Lx=0$. Conversely, if $Lx=0$, every term of the last sum vanishes, so $x_i=x_j$ across each positive bond. On a connected graph, following paths makes $x$ constant. For the other direction, let $x$ be 1 on the connected component of a site $u$ and 0 elsewhere. No positive bond leaves the component, so $Lx=0$. If all zero modes are constant, this $x$ equals 1 everywhere and the component contains every site.

**Equality.** If $E(\theta)=E(\varphi)$, every term of the energy gap vanishes, so $\cos(\theta_i-\theta_j)=1$ across each positive bond. Those angle differences are multiples of $2\pi$, and so are their sums along paths. On a connected graph all angles therefore agree modulo $2\pi$. Conversely, such angles make the gap zero.

In a harmonic treatment of this finite classical model, a connected network thus leaves one zero eigenvalue to separate before the Hessian is inverted. Goldstone's theorem in the usual sense concerns low-frequency excitations at long wavelength in an extended system; the present result identifies the zero-energy directions of a finite, static one.

## Energy, Hessian and bonds in Lean

The type `V` is the finite set of sites.

```lean
import Mathlib

open Matrix

namespace XYGoldstone

noncomputable section

variable {V : Type*} [Fintype V]
```

Angles are real numbers, so configurations differing by $2\pi$ at one site are distinct vectors with equal energy.

```lean
/-- The XY energy of the angles `θ`: minus half the sum over ordered pairs of sites of
`J i j * cos (θ i - θ j)`. -/
def energy (J : V → V → ℝ) (θ : V → ℝ) : ℝ :=
  -(1 / 2 : ℝ) * ∑ i, ∑ j, J i j * Real.cos (θ i - θ j)

/-- The configuration in which every site has the same angle `φ`. -/
def aligned (φ : ℝ) : V → ℝ := fun _ => φ
```

The next definition is $g_i$; the physical torque on rotor $i$ is $-g_i$.

```lean
/-- The sum of `J i j * sin (θ i - θ j)` over the sites `j`, for each site `i`. -/
def gradient (J : V → V → ℝ) (θ : V → ℝ) (i : V) : ℝ :=
  ∑ j, J i j * Real.sin (θ i - θ j)
```

The Hessian is defined by differentiating the energy, first along site `i` and then along site `j`. The Laplacian is defined separately, so their equality has to be proved.

```lean
/-- The matrix of second partial derivatives of the XY energy at `θ`. -/
def hessian [DecidableEq V] (J : V → V → ℝ) (θ : V → ℝ) : Matrix V V ℝ :=
  Matrix.of fun i j => deriv (fun s : ℝ => deriv (fun t : ℝ =>
    energy J (θ + s • (Pi.single j 1 : V → ℝ) + t • (Pi.single i 1 : V → ℝ))) 0) 0

/-- The weighted graph Laplacian: total coupling of each site on the diagonal, minus the
coupling matrix. -/
def laplacian [DecidableEq V] (J : V → V → ℝ) : Matrix V V ℝ :=
  Matrix.diagonal (fun i => ∑ j, J i j) - Matrix.of J
```

A diagonal coupling cancels in `laplacian`. The bond graph likewise ignores it, since it joins only distinct sites.

```lean
omit [Fintype V] in
/-- The graph joining two distinct sites when they have a positive coupling. -/
def bondGraph (J : V → V → ℝ) : SimpleGraph V :=
  SimpleGraph.fromRel fun i j => 0 < J i j
```

## Two facts about pair sums

The first lemma is the exchange of names, used once for the sines and once for the Laplacian.

```lean
/-- For antisymmetric pair terms, half the sum weighted by differences `x i - x j` equals
the sum of the total term at each site weighted by `x i`. -/
theorem half_sum_antisymm (a : V → V → ℝ) (x : V → ℝ) (ha : ∀ i j, a j i = -a i j) :
    (1 / 2 : ℝ) * ∑ i, ∑ j, a i j * (x i - x j) = ∑ i, (∑ j, a i j) * x i := by
  -- exchange the names of the two sites
  have h : ∑ i, ∑ j, a i j * x j = -∑ i, ∑ j, a i j * x i := by
    rw [Finset.sum_comm, ← Finset.sum_neg_distrib]
    refine Finset.sum_congr rfl fun i _ => ?_
    rw [← Finset.sum_neg_distrib]
    refine Finset.sum_congr rfl fun j _ => ?_
    rw [ha i j]
    ring
  simp only [mul_sub, Finset.sum_sub_distrib, h, Finset.sum_mul]
  ring
```

The second passes from a vanishing sum of nonnegative terms to each term.

```lean
/-- If nonnegative pair terms sum to zero, each of them is zero. -/
theorem eq_zero_of_double_sum (w : V → V → ℝ) (hw : ∀ i j, 0 ≤ w i j)
    (h : ∑ i, ∑ j, w i j = 0) (i j : V) : w i j = 0 := by
  have h1 := (Finset.sum_eq_zero_iff_of_nonneg
    (fun i _ => Finset.sum_nonneg fun j _ => hw i j)).1 h i (Finset.mem_univ i)
  exact (Finset.sum_eq_zero_iff_of_nonneg (fun j _ => hw i j)).1 h1 j (Finset.mem_univ j)
```

## Differentiating the energy twice

A relative angle changes linearly along a displacement. The chain rule and `half_sum_antisymm` then give the first derivative.

```lean
omit [Fintype V] in
/-- When the angles move along `y`, the relative angle of sites `i` and `j` changes at the
rate `y i - y j`. -/
theorem hasDerivAt_angle (θ y : V → ℝ) (i j : V) :
    HasDerivAt (fun t : ℝ => (θ + t • y) i - (θ + t • y) j) (y i - y j) 0 := by
  have h := ((hasDerivAt_id' (0 : ℝ)).mul_const (y i - y j)).const_add (θ i - θ j)
  have e : (fun t : ℝ => (θ + t • y) i - (θ + t • y) j)
      = fun t : ℝ => (θ i - θ j) + t * (y i - y j) := by
    funext t
    simp only [Pi.add_apply, Pi.smul_apply, smul_eq_mul]
    ring
  rw [e]
  exact h.congr_deriv (one_mul _)

/-- For symmetric couplings, the derivative of the XY energy along `y` is the sum over sites
of `gradient J θ i * y i`. -/
theorem energy_hasDerivAt {J : V → V → ℝ} (hs : ∀ i j, J i j = J j i) (θ y : V → ℝ) :
    HasDerivAt (fun t : ℝ => energy J (θ + t • y)) (∑ i, gradient J θ i * y i) 0 := by
  have hc : ∀ i j, HasDerivAt
      (fun t : ℝ => J i j * Real.cos ((θ + t • y) i - (θ + t • y) j))
      (-(J i j * Real.sin (θ i - θ j) * (y i - y j))) 0 := by
    intro i j
    refine ((hasDerivAt_angle θ y i j).cos.const_mul (J i j)).congr_deriv ?_
    simp only [zero_smul, add_zero]
    ring
  have ha : ∀ i j, J j i * Real.sin (θ j - θ i) = -(J i j * Real.sin (θ i - θ j)) := by
    intro i j
    rw [hs j i, ← neg_sub (θ i) (θ j), Real.sin_neg]
    ring
  have k := half_sum_antisymm (fun i j => J i j * Real.sin (θ i - θ j)) y ha
  have h := (HasDerivAt.fun_sum (u := Finset.univ) fun i _ =>
    HasDerivAt.fun_sum (u := Finset.univ) fun j _ => hc i j).const_mul (-(1 / 2 : ℝ))
  refine h.congr_deriv ?_
  simp only [Finset.sum_neg_distrib, neg_mul, mul_neg, neg_neg]
  exact k
```

The action of $L$ on a vector is written in terms of differences.

```lean
/-- The Laplacian sends a displacement `x` to the coupling-weighted sum of its differences
`x i - x j` at each site. -/
theorem laplacian_mulVec [DecidableEq V] (J : V → V → ℝ) (x : V → ℝ) (i : V) :
    (laplacian J *ᵥ x) i = ∑ j, J i j * (x i - x j) := by
  simp only [laplacian, Matrix.sub_mulVec, Pi.sub_apply, Matrix.mulVec_diagonal, mul_sub,
    Finset.sum_sub_distrib, Finset.sum_mul]
  rfl
```

In the next proof, `h1` identifies the inner derivative with $g_i$, and `h2` differentiates $g_i$ at alignment, where each cosine is 1. Only symmetry of the couplings is needed.

```lean
/-- For symmetric couplings, the Hessian of the XY energy at an aligned state is the weighted
graph Laplacian. -/
theorem hessian_aligned [DecidableEq V] {J : V → V → ℝ} (hs : ∀ i j, J i j = J j i)
    (φ : ℝ) : hessian J (aligned φ) = laplacian J := by
  ext i j
  -- the inner derivative is a component of the gradient
  have h1 : ∀ s : ℝ, deriv (fun t : ℝ => energy J (aligned φ +
      s • (Pi.single j 1 : V → ℝ) + t • (Pi.single i 1 : V → ℝ))) 0
      = gradient J (aligned φ + s • (Pi.single j 1 : V → ℝ)) i := by
    intro s
    rw [(energy_hasDerivAt hs _ _).deriv]
    simp [Pi.single_apply]
  -- the outer derivative turns each sine into a cosine of zero
  have h2 : HasDerivAt (fun s : ℝ => gradient J (aligned φ + s • (Pi.single j 1 : V → ℝ)) i)
      ((laplacian J *ᵥ (Pi.single j 1 : V → ℝ)) i) 0 := by
    rw [laplacian_mulVec]
    simp only [gradient]
    refine HasDerivAt.fun_sum fun k _ => ?_
    refine ((hasDerivAt_angle (aligned φ) (Pi.single j 1) i k).sin.const_mul
      (J i k)).congr_deriv ?_
    simp only [aligned, zero_smul, add_zero, sub_self, Real.cos_zero, one_mul]
  simp only [hessian, Matrix.of_apply, h1]
  rw [h2.deriv]
  simp
```

## Quadratic form and ground states

The quadratic form follows from `half_sum_antisymm` applied to $J_{ij}(x_i-x_j)$.

```lean
/-- For symmetric couplings, the quadratic form of the Laplacian is half the sum over ordered
pairs of `J i j * (x i - x j) ^ 2`. -/
theorem laplacian_quadratic [DecidableEq V] {J : V → V → ℝ} (hs : ∀ i j, J i j = J j i)
    (x : V → ℝ) :
    x ⬝ᵥ (laplacian J *ᵥ x) = (1 / 2 : ℝ) * ∑ i, ∑ j, J i j * (x i - x j) ^ 2 := by
  have ha : ∀ i j, J j i * (x j - x i) = -(J i j * (x i - x j)) := by
    intro i j
    rw [hs j i]
    ring
  have k := half_sum_antisymm (fun i j => J i j * (x i - x j)) x ha
  simp only [dotProduct, laplacian_mulVec]
  calc ∑ i, x i * ∑ j, J i j * (x i - x j)
      = ∑ i, (∑ j, J i j * (x i - x j)) * x i :=
        Finset.sum_congr rfl fun i _ => mul_comm _ _
    _ = (1 / 2 : ℝ) * ∑ i, ∑ j, J i j * (x i - x j) * (x i - x j) := k.symm
    _ = _ := by simp only [pow_two, mul_assoc]
```

The energy gap is an identity for any real couplings.

```lean
/-- The energy of `θ` above an aligned state is half the sum over ordered pairs of
`J i j * (1 - cos (θ i - θ j))`. -/
theorem energy_gap (J : V → V → ℝ) (θ : V → ℝ) (φ : ℝ) :
    energy J θ - energy J (aligned φ)
      = (1 / 2 : ℝ) * ∑ i, ∑ j, J i j * (1 - Real.cos (θ i - θ j)) := by
  simp only [energy, aligned, sub_self, Real.cos_zero, mul_one, mul_sub,
    Finset.sum_sub_distrib]
  ring
```

The equality case expresses agreement modulo $2\pi$ as `Real.cos (θ i - θ j) = 1`. The proof obtains this on each bond, then proceeds by induction along a path: a cosine of 1 forces a sine of 0, and the addition formula carries the value 1 to the next site.

```lean
/-- For symmetric nonnegative couplings with a connected bond graph, a configuration has the energy
of an aligned state exactly when the cosine of every relative angle is one. -/
theorem ground_state_iff {J : V → V → ℝ} (hs : ∀ i j, J i j = J j i)
    (hJ : ∀ i j, 0 ≤ J i j) (hG : (bondGraph J).Connected) (θ : V → ℝ) (φ : ℝ) :
    energy J θ = energy J (aligned φ) ↔ ∀ i j, Real.cos (θ i - θ j) = 1 := by
  have g := energy_gap J θ φ
  constructor
  · intro h
    have hz : ∀ i j, J i j * (1 - Real.cos (θ i - θ j)) = 0 :=
      eq_zero_of_double_sum (fun i j => J i j * (1 - Real.cos (θ i - θ j)))
        (fun i j => mul_nonneg (hJ i j) (sub_nonneg.2 (Real.cos_le_one _))) (by linarith)
    have edge : ∀ a b, (bondGraph J).Adj a b → Real.cos (θ a - θ b) = 1 := by
      intro a b hab
      have hp : 0 < J a b := by
        rcases ((SimpleGraph.fromRel_adj _ _ _).1 hab).2 with h | h
        · exact h
        · rw [hs a b]
          exact h
      rcases mul_eq_zero.1 (hz a b) with h0 | h0
      · exact absurd h0 hp.ne'
      · linarith
    -- alignment is carried along a path of bonds
    intro u v
    obtain ⟨p⟩ := hG.preconnected u v
    induction p with
    | nil => simp
    | @cons a b c hab _ ih =>
      have h1 := edge a b hab
      have h2 : Real.sin (θ a - θ b) = 0 := by
        have := Real.sin_sq_add_cos_sq (θ a - θ b)
        rw [h1] at this
        exact pow_eq_zero_iff (two_ne_zero) |>.1 (by linarith)
      rw [← sub_add_sub_cancel (θ a) (θ b) (θ c), Real.cos_add, h1, h2, ih]
      ring
  · intro h
    simp only [h, sub_self, mul_zero, Finset.sum_const_zero] at g
    linarith
```

## Minimum, positivity and kernel together

The final theorem has four parts: global minimality, the Hessian's equality with the Laplacian, positive semidefiniteness, and the equivalence between a kernel of constant vectors and connectivity. Here `aligned c` also serves as the constant displacement $c$.

After the Hessian is replaced by the Laplacian, the first and third parts use the energy gap and the quadratic form. For the equivalence, the component's indicator is tested at `u` and at a supposedly unreachable `v`, which would make the same constant both 1 and 0. In the other direction, `edge` gives equality across a bond and `path` extends it to all sites.

The theorem describes energy at fixed couplings; it contains no temperature, dynamics or infinite-size limit.

```lean
/-- For symmetric nonnegative couplings on a nonempty set of sites, an aligned state minimises the
XY energy and its Hessian is the positive semidefinite weighted graph Laplacian; the kernel consists
exactly of the constant vectors if and only if the bond graph is connected. -/
theorem goldstone_modes [DecidableEq V] [Nonempty V] {J : V → V → ℝ}
    (hs : ∀ i j, J i j = J j i) (hJ : ∀ i j, 0 ≤ J i j) (φ : ℝ) :
    (∀ θ, energy J (aligned φ) ≤ energy J θ) ∧
    hessian J (aligned φ) = laplacian J ∧
    (hessian J (aligned φ)).PosSemidef ∧
    ((∀ x : V → ℝ, hessian J (aligned φ) *ᵥ x = 0 ↔ ∃ c, x = aligned c) ↔
      (bondGraph J).Connected) := by
  rw [hessian_aligned hs φ]
  refine ⟨fun θ => ?_, rfl, ?_, ?_, ?_⟩
  · have g := energy_gap J θ φ
    have h : 0 ≤ ∑ i, ∑ j, J i j * (1 - Real.cos (θ i - θ j)) :=
      Finset.sum_nonneg fun i _ => Finset.sum_nonneg fun j _ =>
        mul_nonneg (hJ i j) (sub_nonneg.2 (Real.cos_le_one _))
    linarith
  · refine Matrix.PosSemidef.of_dotProduct_mulVec_nonneg
      (Matrix.IsHermitian.ext fun i j => ?_) fun x => ?_
    · by_cases h : i = j
      · subst h
        simp
      · have h' : ¬ j = i := fun e => h e.symm
        simp [laplacian, h, h', hs i j]
    · rw [star_trivial, laplacian_quadratic hs]
      exact mul_nonneg (by norm_num) (Finset.sum_nonneg fun i _ =>
        Finset.sum_nonneg fun j _ => mul_nonneg (hJ i j) (sq_nonneg _))
  · -- the indicator of a connected component is a zero mode
    intro h
    refine (SimpleGraph.connected_iff _).2 ⟨fun u v => ?_, inferInstance⟩
    classical
    have hx : laplacian J *ᵥ
        (fun w => if (bondGraph J).Reachable u w then (1 : ℝ) else 0) = 0 := by
      funext i
      rw [laplacian_mulVec, Pi.zero_apply]
      refine Finset.sum_eq_zero fun j _ => ?_
      rcases (hJ i j).eq_or_lt with h0 | h0
      · rw [← h0, zero_mul]
      · by_cases e : i = j
        · subst e
          simp
        · have adj : (bondGraph J).Adj i j :=
            (SimpleGraph.fromRel_adj _ _ _).2 ⟨e, Or.inl h0⟩
          have r : (bondGraph J).Reachable u i ↔ (bondGraph J).Reachable u j :=
            ⟨fun k => k.trans adj.reachable, fun k => k.trans adj.symm.reachable⟩
          simp [r]
    obtain ⟨c, hc⟩ := (h _).1 hx
    have h1 := congrFun hc u
    have h2 := congrFun hc v
    have hu : (bondGraph J).Reachable u u := SimpleGraph.Reachable.refl _
    by_contra hn
    simp only [aligned, hu, if_true] at h1
    simp only [aligned, hn, if_false] at h2
    linarith
  · intro hG x
    constructor
    · intro hx
      have q := laplacian_quadratic hs x
      rw [hx, dotProduct_zero] at q
      have hz : ∀ i j, J i j * (x i - x j) ^ 2 = 0 :=
        eq_zero_of_double_sum (fun i j => J i j * (x i - x j) ^ 2)
          (fun i j => mul_nonneg (hJ i j) (sq_nonneg _)) (by linarith)
      have edge : ∀ a b, (bondGraph J).Adj a b → x a = x b := by
        intro a b hab
        have hp : 0 < J a b := by
          rcases ((SimpleGraph.fromRel_adj _ _ _).1 hab).2 with h | h
          · exact h
          · rw [hs a b]
            exact h
        rcases mul_eq_zero.1 (hz a b) with h0 | h0
        · exact absurd h0 hp.ne'
        · exact sub_eq_zero.1 (pow_eq_zero_iff (two_ne_zero) |>.1 h0)
      -- a zero mode is constant along every path
      have path : ∀ u v, x u = x v := by
        intro u v
        obtain ⟨p⟩ := hG.preconnected u v
        induction p with
        | nil => rfl
        | cons hab _ ih => exact (edge _ _ hab).trans ih
      exact ⟨x (Classical.arbitrary V), funext fun i => path i _⟩
    · rintro ⟨c, rfl⟩
      funext i
      rw [laplacian_mulVec]
      simp [aligned]

end

end XYGoldstone
```

```lean
#print axioms XYGoldstone.ground_state_iff
-- 'XYGoldstone.ground_state_iff' depends on axioms: [propext, Classical.choice, Quot.sound]
#print axioms XYGoldstone.goldstone_modes
-- 'XYGoldstone.goldstone_modes' depends on axioms: [propext, Classical.choice, Quot.sound]
```
